# Balanced interdimer couplings make a product of singlets an exact Heisenberg eigenvector

Before diagonalising a cluster of spins 1/2 numerically, pair the sites into dimers and read the coupling table one pair of dimers at a time. Call one site of each dimer the first and the other the second. If the two parallel couplings (first–first and second–second) have the same sum as the two crossed ones (first–second and second–first) for every pair, one exact eigenvalue is known in advance and can be looked up in the computed spectrum. This applies to finite clusters with isotropic exchange, and the level need not be the lowest.

The problem is to find out what the Heisenberg Hamiltonian does to a state in which each dimer forms a singlet.

## Spins, couplings and the singlet product

Let $D$ be a finite set of dimers. Dimer $d$ has the sites $d_F$ = `(d, false)` and $d_T$ = `(d, true)`.

```lean
import Mathlib

open Function

namespace DimerSinglets

noncomputable section

variable {D : Type*} [Fintype D] [DecidableEq D]
```

A state $\psi$ assigns a complex amplitude to each configuration $s$ of up (`0`) and down (`1`) spins.

```lean
/-- Amplitudes of spins 1/2 on the sites `(d, false)`, `(d, true)` of the dimers `d`;
the spin value `0` is up and `1` is down. -/
abbrev State (D : Type*) := (D × Bool → Fin 2) → ℂ
```

The matrices $M^\alpha$, with $\alpha=x,y,z$, are the spin-1/2 matrices with $\hbar=1$.

```lean
/-- The spin-1/2 matrices for the components x, y, z, in units of ħ. -/
def spin : Fin 3 → Matrix (Fin 2) (Fin 2) ℂ :=
  ![!![0, 1 / 2; 1 / 2, 0], !![0, -Complex.I / 2; Complex.I / 2, 0], !![1 / 2, 0; 0, -1 / 2]]
```

The operator $S_i^\alpha$ applies $M^\alpha$ at site $i$. With $s[i\to t]$ for the configuration $s$ whose spin at $i$ is replaced by $t$,
$$(S_i^\alpha\psi)(s)=\sum_t M^\alpha_{s_i t}\,\psi(s[i\to t]).$$

```lean
/-- The spin component `α` of site `i`, acting on the many-spin state. -/
def spinOp (α : Fin 3) (i : D × Bool) : State D →ₗ[ℂ] State D where
  toFun ψ := fun s => ∑ t, spin α (s i) t * ψ (update s i t)
  map_add' ψ φ := by
    funext s
    simp only [Pi.add_apply, mul_add, Finset.sum_add_distrib]
  map_smul' c ψ := by
    funext s
    simp only [Pi.smul_apply, smul_eq_mul, RingHom.id_apply, Finset.mul_sum]
    exact Finset.sum_congr rfl fun _ _ => by ring
```

Here `exchange` means $\mathbf S_i\cdot\mathbf S_j$, not the operator that swaps two spins, which often bears that name.

```lean
/-- The Heisenberg exchange operator `S_i · S_j`. -/
def exchange (i j : D × Bool) : State D →ₗ[ℂ] State D :=
  ∑ α, spinOp α i ∘ₗ spinOp α j
```

For symmetric real couplings $J_{ij}$, the Hamiltonian $H$ counts each pair of sites once, and positive $J_{ij}$ is antiferromagnetic. Diagonal entries of $J$ are ignored.

```lean
/-- The Heisenberg Hamiltonian: half the sum of `J i j S_i · S_j` over ordered pairs of
different sites. -/
def hamiltonian (J : D × Bool → D × Bool → ℝ) : State D →ₗ[ℂ] State D :=
  (1 / 2 : ℂ) • ∑ i, ∑ j, if i = j then 0 else (J i j : ℂ) • exchange i j
```

The singlet amplitude is the antisymmetric matrix $\varepsilon$, with $\varepsilon_{01}=1=-\varepsilon_{10}$.

```lean
/-- The unnormalised singlet amplitude, up-down minus down-up. -/
def singlet : Matrix (Fin 2) (Fin 2) ℂ := !![0, 1; -1, 0]
```

The product state is $\Psi(s)=\prod_d\varepsilon_{s_{d_F}s_{d_T}}$. For $m$ dimers the normalised state is $2^{-m/2}\Psi$, with the same eigenvalue.

```lean
/-- The unnormalised product of singlets, one on each dimer. -/
def dimerState : State D := fun s => ∏ d, singlet (s (d, false)) (s (d, true))
```

## (a) Two different sites

Show that for $i\ne j$ and all components $\alpha,\beta$
$$S_i^\alpha S_j^\beta\psi=S_j^\beta S_i^\alpha\psi .$$

**Solution.** Changing the spin at $i$ leaves $s_j$ alone, so the left side at $s$ is
$$\sum_{t,u}M^\alpha_{s_it}M^\beta_{s_ju}\,\psi(s[i\to t,\,j\to u]).$$
The right side is the same double sum in the other order. In Lean, `Finset.sum_comm` exchanges the sums and `update_comm` the two replacements.

```lean
omit [Fintype D] in
/-- Spin components on different sites commute. -/
theorem spinOp_comm (α β : Fin 3) {i j : D × Bool} (h : i ≠ j) (ψ : State D) :
    spinOp α i (spinOp β j ψ) = spinOp β j (spinOp α i ψ) := by
  funext s
  simp only [spinOp, LinearMap.coe_mk, AddHom.coe_mk, update_of_ne h, update_of_ne h.symm,
    Finset.mul_sum]
  rw [Finset.sum_comm]
  refine Finset.sum_congr rfl fun t _ => Finset.sum_congr rfl fun u _ => ?_
  rw [update_comm h]
  ring
```

## (b) The same site twice

Show that
$$S_i^\alpha S_i^\alpha\psi=\tfrac14\psi .$$

**Solution.** The second replacement at $i$ overwrites the first, so the matrices multiply. For $x$ and $z$ the square is clearly $\tfrac14$ times the identity; for $y$ the diagonal entries are $(-i/2)(i/2)=\tfrac14$, where $i$ is the imaginary unit. The Lean proof checks each component for both values of the spin.

```lean
omit [Fintype D] in
/-- The square of each spin component of a site is 1/4. -/
theorem spinOp_sq (α : Fin 3) (i : D × Bool) (ψ : State D) :
    spinOp α i (spinOp α i ψ) = (1 / 4 : ℂ) • ψ := by
  funext s
  have h := update_eq_self i s
  have hs : s i = 0 ∨ s i = 1 := by
    generalize s i = x
    fin_cases x <;> simp
  simp only [spinOp, LinearMap.coe_mk, AddHom.coe_mk, update_self, update_idem,
    Fin.sum_univ_two, Pi.smul_apply, smul_eq_mul]
  rcases hs with hs | hs <;> rw [hs] at h <;> rw [hs, h] <;> fin_cases α <;> simp [spin] <;>
    ring_nf <;> simp [Complex.I_sq] <;> ring
```

## (c) The two spins of a singlet

Show that
$$S_{d_T}^\alpha\Psi=-S_{d_F}^\alpha\Psi .$$

**Solution.** Only the factor of dimer $d$ changes. On it, $S_{d_F}^\alpha$ gives $M^\alpha\varepsilon$ and $S_{d_T}^\alpha$ gives $\varepsilon (M^\alpha)^{\mathsf T}$. Multiplying out,
$$M^x\varepsilon=\tfrac12\begin{pmatrix}-1&0\\0&1\end{pmatrix},\quad
M^y\varepsilon=\tfrac i2\begin{pmatrix}1&0\\0&1\end{pmatrix},\quad
M^z\varepsilon=\tfrac12\begin{pmatrix}0&1\\1&0\end{pmatrix},$$
and $\varepsilon (M^\alpha)^{\mathsf T}$ is the negative of each. The step `key` splits off the factor of dimer $d$; the last line goes through the matrix entries.

```lean
/-- On the product of singlets the two spins of a dimer act oppositely. -/
theorem spinOp_dimerState (α : Fin 3) (d : D) :
    spinOp α (d, true) dimerState = -spinOp α (d, false) dimerState := by
  funext s
  -- Changing a spin of dimer `d` changes only the factor of that dimer.
  have key : ∀ p t, dimerState (update s (d, p) t) =
      singlet (update s (d, p) t (d, false)) (update s (d, p) t (d, true)) *
        ∏ e ∈ Finset.univ.erase d, singlet (s (e, false)) (s (e, true)) := by
    intro p t
    unfold dimerState
    rw [← Finset.mul_prod_erase Finset.univ _ (Finset.mem_univ d)]
    congr 1
    refine Finset.prod_congr rfl fun e he => ?_
    have hed : e ≠ d := Finset.ne_of_mem_erase he
    simp [hed]
  have hft : ((d, false) : D × Bool) ≠ (d, true) := by simp
  simp only [spinOp, LinearMap.coe_mk, AddHom.coe_mk, Pi.neg_apply, key, update_self,
    update_of_ne hft, update_of_ne hft.symm, Fin.sum_univ_two]
  generalize s (d, true) = x
  generalize s (d, false) = y
  fin_cases α <;> fin_cases x <;> fin_cases y <;> simp [spin, singlet] <;> ring
```

## (d) Exchange inside a dimer

Let $p$ be either label, $F$ or $T$, and $\bar p$ the other. Show that
$$\mathbf S_{d_p}\cdot\mathbf S_{d_{\bar p}}\Psi=-\tfrac34\Psi .$$

**Solution.** By (c) and then (b), each component gives
$$S^\alpha_{d_p}S^\alpha_{d_{\bar p}}\Psi=-S^\alpha_{d_p}S^\alpha_{d_p}\Psi=-\tfrac14\Psi ,$$
and there are three components. Lean proves the component identity as `h`, separately for the two values of `p`.

```lean
/-- The exchange operator inside a dimer has the value -3/4 on the product of singlets. -/
theorem exchange_intradimer (d : D) (p : Bool) :
    exchange (d, p) (d, !p) dimerState = (-(3 / 4) : ℂ) • dimerState := by
  have h : ∀ α, spinOp α (d, p) (spinOp α (d, !p) dimerState)
      = (-(1 / 4) : ℂ) • dimerState := by
    intro α
    cases p
    · rw [Bool.not_false, spinOp_dimerState, map_neg, spinOp_sq]
      module
    · have h' : spinOp α (d, false) dimerState = -spinOp α (d, true) dimerState := by
        rw [spinOp_dimerState, neg_neg]
      rw [Bool.not_true, h', map_neg, spinOp_sq]
      module
  simp only [exchange, LinearMap.sum_apply, LinearMap.comp_apply, h]
  rw [Fin.sum_univ_three]
  module
```

## (e) Exchange between dimers

For $d\neq e$ and any labels $p,q$, show that
$$\mathbf S_{d_T}\cdot\mathbf S_{e_q}\Psi=-\mathbf S_{d_F}\cdot\mathbf S_{e_q}\Psi,\qquad
\mathbf S_{d_p}\cdot\mathbf S_{e_T}\Psi=-\mathbf S_{d_p}\cdot\mathbf S_{e_F}\Psi .$$

**Solution.** In the second identity the spin of $e$ acts first, so (c) applies directly. For the first, use (a) to let the spin of $d$ act first, apply (c), and commute back:
$$S^\alpha_{d_T}S^\alpha_{e_q}\Psi=S^\alpha_{e_q}S^\alpha_{d_T}\Psi=-S^\alpha_{e_q}S^\alpha_{d_F}\Psi=-S^\alpha_{d_F}S^\alpha_{e_q}\Psi .$$
Sum over $\alpha$.

```lean
/-- Between different dimers, replacing either spin by its dimer partner reverses the sign of
the exchange operator on the product of singlets. -/
theorem exchange_interdimer {d e : D} (h : d ≠ e) (p q : Bool) :
    exchange (d, true) (e, q) dimerState = -exchange (d, false) (e, q) dimerState ∧
    exchange (d, p) (e, true) dimerState = -exchange (d, p) (e, false) dimerState := by
  have hne : ∀ r, ((d, r) : D × Bool) ≠ (e, q) := fun r hr => h (congrArg Prod.fst hr)
  simp only [exchange, LinearMap.sum_apply, LinearMap.comp_apply, ← Finset.sum_neg_distrib]
  constructor
  · refine Finset.sum_congr rfl fun α _ => ?_
    rw [spinOp_comm α α (hne true), spinOp_dimerState, map_neg, spinOp_comm α α (hne false)]
  · refine Finset.sum_congr rfl fun α _ => ?_
    rw [spinOp_dimerState, map_neg]
```

## (f) The eigenvalue equation

Let $J$ be symmetric and suppose that for all $d\neq e$
$$J_{d_Fe_F}+J_{d_Te_T}=J_{d_Fe_T}+J_{d_Te_F}.$$
Physically, the competing couplings between two dimers then cancel on singlets. Show that $\Psi\neq0$ and
$$H\Psi=-\tfrac34\Big(\sum_d J_{d_Fd_T}\Big)\Psi .$$

**Solution.** By (d), each dimer contributes $-\tfrac34J_{d_Fd_T}\Psi$. By (e), the four terms between two dimers combine to
$$\big(J_{d_Fe_F}-J_{d_Fe_T}-J_{d_Te_F}+J_{d_Te_T}\big)\,\mathbf S_{d_F}\cdot\mathbf S_{e_F}\Psi=0 .$$
The configuration with every dimer up-down has amplitude 1, so $\Psi\ne0$.

`HasEigenvector` contains both the equation and $\Psi\neq0$; `hJ` is the symmetry and `hbal` the balance condition. In the proof, `h1` groups $H\Psi$ by ordered pairs of dimers and `block` evaluates each group. The value $-\tfrac32J_{d_Fd_T}$ there is halved by the prefactor of $H$. That a real magnetic cluster is described by isotropic exchange alone remains a physical assumption.

```lean
/-- For symmetric couplings whose parallel and crossed sums agree between any two different
dimers, the product of singlets is an eigenvector of `H` with energy -3/4 times the sum of
intradimer couplings. -/
theorem dimerState_hasEigenvector (J : D × Bool → D × Bool → ℝ) (hJ : ∀ i j, J i j = J j i)
    (hbal : ∀ d e, d ≠ e → J (d, false) (e, false) + J (d, true) (e, true) =
      J (d, false) (e, true) + J (d, true) (e, false)) :
    Module.End.HasEigenvector (hamiltonian J)
      ((-(3 / 4) * ∑ d, J (d, false) (d, true) : ℝ) : ℂ) dimerState := by
  -- Collect the terms of `H` by pairs of dimers.
  have h1 : hamiltonian J dimerState = (1 / 2 : ℂ) • ∑ d, ∑ e, ∑ p, ∑ q,
      if (d, p) = (e, q) then 0 else
        (J (d, p) (e, q) : ℂ) • exchange (d, p) (e, q) dimerState := by
    simp only [hamiltonian, LinearMap.smul_apply, LinearMap.sum_apply, Fintype.sum_prod_type]
    congr 1
    refine Finset.sum_congr rfl fun d _ => ?_
    rw [Finset.sum_comm]
    refine Finset.sum_congr rfl fun e _ => Finset.sum_congr rfl fun p _ =>
      Finset.sum_congr rfl fun q _ => ?_
    split_ifs <;> rfl
  -- The four exchanges between two different dimers cancel.
  have block : ∀ d e : D, (∑ p, ∑ q, if (d, p) = (e, q) then 0 else
        (J (d, p) (e, q) : ℂ) • exchange (d, p) (e, q) dimerState) =
      if d = e then (-(3 / 2) * (J (d, false) (d, true) : ℂ)) • dimerState else 0 := by
    intro d e
    by_cases h : d = e
    · subst h
      have a : exchange (d, true) (d, false) dimerState = (-(3 / 4) : ℂ) • dimerState :=
        exchange_intradimer d true
      have b : exchange (d, false) (d, true) dimerState = (-(3 / 4) : ℂ) • dimerState :=
        exchange_intradimer d false
      simp only [Fintype.sum_bool, Prod.mk.injEq, true_and, reduceCtorEq, ↓reduceIte,
        hJ (d, true) (d, false), a, b]
      module
    · have hb : J (d, true) (e, true) = J (d, false) (e, true) + J (d, true) (e, false)
          - J (d, false) (e, false) := by linarith [hbal d e h]
      simp only [Fintype.sum_bool, Prod.mk.injEq, h, false_and, ↓reduceIte,
        (exchange_interdimer h true true).1, (exchange_interdimer h true false).1,
        (exchange_interdimer h false true).2, hb, Complex.ofReal_add, Complex.ofReal_sub]
      module
  refine ⟨Module.End.mem_eigenspace_iff.mpr ?_, fun h => ?_⟩
  · rw [h1]
    simp only [block, Finset.sum_ite_eq, Finset.mem_univ, ↓reduceIte]
    rw [← Finset.sum_smul, smul_smul, ← Finset.mul_sum]
    congr 1
    push_cast
    ring
  · -- The configuration with every dimer up-down has amplitude one.
    have h2 := congrFun h (fun i => if i.2 = true then 1 else 0)
    simp [dimerState, singlet] at h2
```

**Without the balance condition** the statement fails. Take two dimers $d,e$ whose only coupling is $J_{d_Fe_F}=J_{e_Fd_F}=1$. At the configuration with $d$ up-up and $e$ down-down, $\Psi$ vanishes, but the spin flip in $\mathbf S_{d_F}\cdot\mathbf S_{e_F}$ gives $H\Psi$ the amplitude $\tfrac12(-1)(1)=-\tfrac12$. So $\Psi$ is not an eigenvector. This counter-example is argued in prose, with no Lean proof attached.

## (g) The open Majumdar–Ghosh chain

Place $m$ dimers in a row, with $d_F$ at position $2d$ and $d_T$ at $2d+1$, for $d=0,\dots,m-1$.

```lean
/-- The position of a site along an open chain of `m` consecutive dimers. -/
def position {m : ℕ} (i : Fin m × Bool) : ℕ := 2 * i.1.val + i.2.toNat
```

Nearest neighbours couple with $g$ (usually written $J$), next-nearest neighbours with $g/2$.

```lean
/-- Majumdar–Ghosh couplings on the open chain: `g` between nearest neighbours, `g / 2`
between next-nearest neighbours, and zero otherwise. -/
def majumdarGhosh {m : ℕ} (g : ℝ) (i j : Fin m × Bool) : ℝ :=
  if position i + 1 = position j ∨ position j + 1 = position i then g
  else if position i + 2 = position j ∨ position j + 2 = position i then g / 2 else 0
```

Show that $\Psi$ is an eigenvector with
$$H\Psi=-\tfrac34\,m g\,\Psi .$$

**Solution.** For adjacent dimers, $e=d+1$, the parallel couplings sum to $g/2+g/2$ and the crossed ones to $0+g$. Dimers further apart have all sites at least three positions apart, so their couplings vanish. The balance condition holds, each intradimer coupling is $g$, and (f) gives the energy. In Lean, `split_ifs` lists the possible distances, `omega` discards the impossible ones and `ring1` checks the sums.

The theorem holds for either sign of $g$ and does not say where the level lies in the spectrum. For $g>0$ the product of singlets is in fact a ground state, which is not proved here; for $g<0$ and $m\ge1$ the fully polarised state lies lower.

```lean
/-- On the open Majumdar–Ghosh chain of `m` dimers the product of singlets is an eigenvector
with energy `-3 m g / 4`. -/
theorem majumdarGhosh_hasEigenvector (m : ℕ) (g : ℝ) :
    Module.End.HasEigenvector (hamiltonian (majumdarGhosh (m := m) g))
      ((-(3 / 4) * (m * g) : ℝ) : ℂ) dimerState := by
  have hsum : ∑ d : Fin m, majumdarGhosh g (d, false) (d, true) = m * g := by
    simp [majumdarGhosh, position]
  rw [← hsum]
  refine dimerState_hasEigenvector _ (fun i j => ?_) (fun d e hde => ?_)
  · unfold majumdarGhosh
    split_ifs <;> first | omega | rfl
  · have hv : d.val ≠ e.val := fun hv => hde (Fin.ext hv)
    have h0 : ∀ c : Fin m, position (c, false) = 2 * c.val := fun c => by simp [position]
    have h1 : ∀ c : Fin m, position (c, true) = 2 * c.val + 1 := fun c => by simp [position]
    have hd0 := h0 d
    have hd1 := h1 d
    have he0 := h0 e
    have he1 := h1 e
    unfold majumdarGhosh
    -- Impossible distances are excluded by arithmetic; the others balance.
    split_ifs <;> first | ring1 | omega

end

end DimerSinglets
```

```lean
#print axioms DimerSinglets.dimerState_hasEigenvector
#print axioms DimerSinglets.majumdarGhosh_hasEigenvector
```

```
'DimerSinglets.dimerState_hasEigenvector' depends on axioms: [propext, Classical.choice, Quot.sound]
'DimerSinglets.majumdarGhosh_hasEigenvector' depends on axioms: [propext, Classical.choice, Quot.sound]
```
